# With positive data and a column-normalised response, a Richardson-Lucy step never lowers the Poisson likelihood of a positive spectrum

Q: An energy-loss spectrometer smears the spectrum it records, and we want to undo some of that smearing. You replace the whole instrument by a finite matrix K. What have you assumed about it?

A: That it is linear, known, and acts between finitely many channels. The index j runs over spectral channels, the type `κ`, and i over data channels, the type `ι`. Neither letter is a physical constant, and the two channel sets may differ in size.

```lean
import Mathlib

open Finset

namespace RichardsonLucy

noncomputable section

variable {ι κ : Type*} [Fintype ι] [Fintype κ]
```

A: The entry Kᵢⱼ is the fraction of the intensity in spectral channel j that is recorded in data channel i. Three conditions apply.

```lean
/-- A detector response: non-negative entries, every data channel is reached from some
spectral channel, and each column sums to one. -/
structure IsResponse (K : Matrix ι κ ℝ) : Prop where
  nonneg : ∀ i j, 0 ≤ K i j
  row : ∀ i, ∃ j, 0 < K i j
  col : ∀ j, ∑ i, K i j = 1
```

Q: Real detectors lose counts. Why should each column sum to one?

A: `col` stands for a recording window wide enough that everything in a spectral channel lands somewhere in the data. A peak whose tail runs off the edge violates it, and so does a detector that misses counts. If part of channel j is still recorded, dividing its column by the column sum restores the condition, and uⱼ then means the recorded part of the intensity. `row` says that every data channel can receive something, which keeps the predicted intensity from vanishing. Zeros in K are allowed, so a kernel of finite width qualifies.

Q: And the sharpening itself?

A: Let u be a trial spectrum, with uⱼ the intensity in channel j. It predicts the data

(Ku)ᵢ = Σⱼ Kᵢⱼ uⱼ.

```lean
/-- The blurred spectrum `K u` that the trial spectrum `u` predicts in data channel `i`. -/
def blur (K : Matrix ι κ ℝ) (u : κ → ℝ) (i : ι) : ℝ := ∑ j, K i j * u j
```

A: With measured intensities dᵢ, one step replaces u by u′:

u′ⱼ = uⱼ Σᵢ Kᵢⱼ dᵢ / (Ku)ᵢ.

In Lean, u′ is `rlUpdate K d u`.

```lean
/-- One Richardson-Lucy step for data `d`, meant for spectra `u` whose blurred spectrum
vanishes in no channel. -/
def rlUpdate (K : Matrix ι κ ℝ) (d : ι → ℝ) (u : κ → ℝ) (j : κ) : ℝ :=
  u j * ∑ i, K i j * d i / blur K u i
```

A: The figure of merit is

L(u) = Σᵢ (dᵢ ln (Ku)ᵢ − (Ku)ᵢ).

The textbook Poisson log-likelihood also contains −ln dᵢ! in each channel, which does not depend on u and is left out.

```lean
/-- The Poisson log-likelihood of the spectrum `u` given data `d`, without the term that
does not depend on `u`; it is meant for positive blurred spectra. -/
def logLik (K : Matrix ι κ ℝ) (d : ι → ℝ) (u : κ → ℝ) : ℝ :=
  ∑ i, (d i * Real.log (blur K u i) - blur K u i)
```

Q: Where is the Poisson statistics? I see only real numbers.

A: There is none in the hypotheses: d is any list of positive reals. That the counts are independent Poisson variables with means Ku for the true spectrum is the step from the model to your instrument, and you have to justify it yourself.

Q: Does any matrix with zeros meet your conditions?

A: This one does. The first spectral channel is recorded perfectly, and the second leaks half its intensity into its neighbour.

```lean
variable {K : Matrix ι κ ℝ} {d : ι → ℝ} {u v : κ → ℝ}

/-- A two-channel response in which one spectral channel leaks into its neighbour. -/
theorem isResponse_witness : IsResponse (!![1, 1/2; 0, 1/2] : Matrix (Fin 2) (Fin 2) ℝ) where
  nonneg := by intro i j; fin_cases i <;> fin_cases j <;> norm_num
  row := by intro i; refine ⟨1, ?_⟩; fin_cases i <;> norm_num
  col := by intro j; fin_cases j <;> norm_num [Fin.sum_univ_succ]
```

Q: Try it with numbers.

A: Take u = (2, 2) and d = (2, 2). Then Ku = (3, 1), and the ratios dᵢ/(Ku)ᵢ are 2/3 and 2. So

u′₁ = 2 · (2/3) = 4/3,
u′₂ = 2 · (½ · 2/3 + ½ · 2) = 8/3.

The total is 4, as in the data. The new prediction is Ku′ = (8/3, 4/3), and L rises by 2 ln(32/27) ≈ 0.34.

Q: One example proves little. Start the general argument.

A: First, Ku is positive if u is: all terms of the sum are non-negative, and `row` supplies a positive one.

```lean
/-- A response blurs a positive spectrum into a positive one. -/
theorem blur_pos (hK : IsResponse K) (hu : ∀ j, 0 < u j) (i : ι) : 0 < blur K u i := by
  obtain ⟨j, hj⟩ := hK.row i
  exact Finset.sum_pos' (fun k _ => mul_nonneg (hK.nonneg i k) (hu k).le)
    ⟨j, Finset.mem_univ j, mul_pos hj (hu j)⟩
```

A: Second, blurring preserves the total. Exchange the sums and use the column condition:

Σᵢ (Ku)ᵢ = Σⱼ uⱼ Σᵢ Kᵢⱼ = Σⱼ uⱼ.

`Finset.sum_comm` is that exchange.

```lean
/-- Blurring by a response preserves the total intensity. -/
theorem sum_blur (hK : IsResponse K) (u : κ → ℝ) : ∑ i, blur K u i = ∑ j, u j := by
  unfold blur
  rw [Finset.sum_comm]
  refine Finset.sum_congr rfl fun j _ => ?_
  rw [← Finset.sum_mul, hK.col j, one_mul]
```

A: Third, for any weights gⱼ, inserting the definition of u′ and exchanging the sums again gives

Σⱼ u′ⱼ gⱼ = Σᵢ (dᵢ/(Ku)ᵢ) Σⱼ Kᵢⱼ uⱼ gⱼ.

With g = 1 the inner sum is (Ku)ᵢ, so the total of u′ is Σᵢ dᵢ.

```lean
/-- A sum weighted by the updated spectrum is a sum over data channels. Where the blurred spectrum
does not vanish, the datum is shared among the spectral channels in proportion to their predicted
contributions. -/
theorem sum_rlUpdate_mul (K : Matrix ι κ ℝ) (d : ι → ℝ) (u g : κ → ℝ) :
    ∑ j, rlUpdate K d u j * g j = ∑ i, d i / blur K u i * ∑ j, K i j * u j * g j := by
  simp only [rlUpdate, Finset.mul_sum, Finset.sum_mul]
  rw [Finset.sum_comm]
  exact Finset.sum_congr rfl fun i _ => Finset.sum_congr rfl fun j _ => by ring
```

Q: The likelihood has a logarithm of a sum over j. How do you separate the channels?

A: With ln x ≤ x − 1. Let v be another positive spectrum, fix i, and write a = (Ku)ᵢ and b = (Kv)ᵢ. Put x = (vⱼ/uⱼ)/(b/a) and multiply by Kᵢⱼuⱼ ≥ 0:

Kᵢⱼuⱼ ln(vⱼ/uⱼ) ≤ Kᵢⱼuⱼ ln(b/a) + Kᵢⱼvⱼ (a/b) − Kᵢⱼuⱼ.

Summed over j, the last two terms give b(a/b) − a = 0, which leaves

Σⱼ Kᵢⱼuⱼ ln(vⱼ/uⱼ) ≤ a ln(b/a).

In the code, `key` is the inequality for each j, and the lines after it carry out the sum.

```lean
/-- For a response and positive spectra `u` and `v`, the logarithmic change of the blurred spectrum
in a channel is at least the mean of the logarithmic changes of its contributions, weighted by their
sizes for `u`. -/
theorem log_sum_le (hK : IsResponse K) (hu : ∀ j, 0 < u j) (hv : ∀ j, 0 < v j) (i : ι) :
    ∑ j, K i j * u j * Real.log (v j / u j) ≤
      blur K u i * Real.log (blur K v i / blur K u i) := by
  have ha := blur_pos hK hu i
  have hb := blur_pos hK hv i
  -- the tangent bound log x ≤ x - 1 for each contribution
  have key : ∀ j, K i j * u j * Real.log (v j / u j) ≤
      K i j * u j * Real.log (blur K v i / blur K u i) +
        (K i j * v j * (blur K u i / blur K v i) - K i j * u j) := by
    intro j
    have huj := hu j
    have hr := div_pos (hv j) huj
    have hq := div_pos hb ha
    have h := Real.log_le_sub_one_of_pos (div_pos hr hq)
    rw [Real.log_div hr.ne' hq.ne'] at h
    have h2 := mul_le_mul_of_nonneg_left h (mul_nonneg (hK.nonneg i j) huj.le)
    have e : u j * (v j / u j / (blur K v i / blur K u i) - 1) =
        v j * (blur K u i / blur K v i) - u j := by field_simp
    rw [mul_assoc (K i j) (u j) (v j / u j / (blur K v i / blur K u i) - 1), e] at h2
    linarith
  have hc : blur K v i * (blur K u i / blur K v i) = blur K u i := by field_simp
  refine (Finset.sum_le_sum fun j _ => key j).trans_eq ?_
  rw [Finset.sum_add_distrib, Finset.sum_sub_distrib, ← Finset.sum_mul, ← Finset.sum_mul]
  change blur K u i * _ + (blur K v i * _ - blur K u i) = _
  rw [hc]
  ring
```

A: Now multiply by dᵢ/a and sum over i. By the third step with gⱼ = ln(vⱼ/uⱼ), the left side becomes a sum over u′:

Σⱼ u′ⱼ ln(vⱼ/uⱼ) ≤ Σᵢ dᵢ ln((Kv)ᵢ/(Ku)ᵢ).

This is `hs` below. Since blurring preserves totals, subtracting Σⱼ(vⱼ − uⱼ) on the left and Σᵢ((Kv)ᵢ − (Ku)ᵢ) on the right changes both sides equally:

Σⱼ (u′ⱼ ln(vⱼ/uⱼ) − vⱼ + uⱼ) ≤ L(v) − L(u).

```lean
/-- For a response, positive data and positive spectra, the gain in log-likelihood from `u`
to `v` is bounded below by a sum of separate terms for the spectral channels. -/
theorem surrogate_le (hK : IsResponse K) (hd : ∀ i, 0 < d i) (hu : ∀ j, 0 < u j)
    (hv : ∀ j, 0 < v j) :
    ∑ j, (rlUpdate K d u j * Real.log (v j / u j) - v j + u j) ≤
      logLik K d v - logLik K d u := by
  have hs : ∑ j, rlUpdate K d u j * Real.log (v j / u j) ≤
      ∑ i, (d i * Real.log (blur K v i) - d i * Real.log (blur K u i)) := by
    refine (sum_rlUpdate_mul K d u fun j => Real.log (v j / u j)).trans_le ?_
    refine Finset.sum_le_sum fun i _ => ?_
    have ha := blur_pos hK hu i
    have hb := blur_pos hK hv i
    have e : d i / blur K u i * blur K u i = d i := by field_simp
    refine (mul_le_mul_of_nonneg_left (log_sum_le hK hu hv i)
      (div_pos (hd i) ha).le).trans_eq ?_
    rw [← mul_assoc, e, Real.log_div hb.ne' ha.ne']
    ring
  have h1 := sum_blur hK u
  have h2 := sum_blur hK v
  simp only [logLik, Finset.sum_add_distrib, Finset.sum_sub_distrib] at hs ⊢
  linarith
```

Q: That bounds the gain from below, but the bound could be negative.

A: For a general v it can. For v = u′ each term has the form α ln(α/β) − α + β, with α = u′ⱼ and β = uⱼ. From ln(β/α) ≤ β/α − 1, multiplied by α, this is at least zero. The logarithmic bound is strict unless its argument is 1, so the term is positive when α ≠ β. The Lean lemma calls the two numbers `a` and `b`.

```lean
/-- The relative-entropy term of two different positive intensities is positive. -/
theorem entropy_term_pos {a b : ℝ} (ha : 0 < a) (hb : 0 < b) (hab : a ≠ b) :
    0 < a * Real.log (a / b) - a + b := by
  have hne : b / a ≠ 1 := fun h => hab ((div_eq_one_iff_eq ha.ne').mp h).symm
  have h := mul_lt_mul_of_pos_left (Real.log_lt_sub_one_of_pos (div_pos hb ha) hne) ha
  have e : a * (b / a - 1) = b - a := by field_simp
  rw [e, Real.log_div hb.ne' ha.ne'] at h
  rw [Real.log_div ha.ne' hb.ne']
  linarith
```

Q: So what exactly does the main theorem assert?

A: For a response K, positive d and positive u, it asserts four things: u′ is positive; its total is the total of d; L(u) ≤ L(u′); and the inequality is strict if u′ ≠ u.

Positivity of u′ needs a positive entry in each column. The proof gets it by contradiction, since a column without one could not sum to 1. `hterm` collects the entropy terms, and `linarith` combines their sum with the bound on the gain.

```lean
/-- For a response, positive data and a positive spectrum, the Richardson-Lucy step gives a
positive spectrum with the total of the data, and does not lower the Poisson log-likelihood;
it raises it strictly if the spectrum changes. -/
theorem richardson_lucy (hK : IsResponse K) (hd : ∀ i, 0 < d i) (hu : ∀ j, 0 < u j) :
    (∀ j, 0 < rlUpdate K d u j) ∧ ∑ j, rlUpdate K d u j = ∑ i, d i ∧
      logLik K d u ≤ logLik K d (rlUpdate K d u) ∧
      (rlUpdate K d u ≠ u → logLik K d u < logLik K d (rlUpdate K d u)) := by
  have hpos : ∀ j, 0 < rlUpdate K d u j := by
    intro j
    have hex : ∃ i, 0 < K i j := by
      by_contra h
      have h0 : ∑ i, K i j ≤ 0 :=
        Finset.sum_nonpos fun i _ => not_lt.mp fun hi => h ⟨i, hi⟩
      linarith [hK.col j]
    obtain ⟨i, hi⟩ := hex
    exact mul_pos (hu j) (Finset.sum_pos'
      (fun k _ => div_nonneg (mul_nonneg (hK.nonneg k j) (hd k).le) (blur_pos hK hu k).le)
      ⟨i, Finset.mem_univ i, div_pos (mul_pos hi (hd i)) (blur_pos hK hu i)⟩)
  have hgain := surrogate_le hK hd hu hpos
  -- with v = u' the surrogate is a relative entropy
  have hterm : ∀ j, 0 ≤ rlUpdate K d u j * Real.log (rlUpdate K d u j / u j)
      - rlUpdate K d u j + u j := by
    intro j
    by_cases h : rlUpdate K d u j = u j
    · rw [h, div_self (hu j).ne', Real.log_one]
      linarith
    · exact (entropy_term_pos (hpos j) (hu j) h).le
  refine ⟨hpos, ?_, ?_, fun hne => ?_⟩
  · have h := sum_rlUpdate_mul K d u fun _ => 1
    simp only [mul_one] at h
    rw [h]
    refine Finset.sum_congr rfl fun i _ => ?_
    change d i / blur K u i * blur K u i = d i
    have ha := (blur_pos hK hu i).ne'
    field_simp
  · linarith [Finset.sum_nonneg fun j (_ : j ∈ Finset.univ) => hterm j]
  · obtain ⟨j, hj⟩ := Function.ne_iff.mp hne
    have h := Finset.sum_pos' (fun k _ => hterm k)
      ⟨j, Finset.mem_univ j, entropy_term_pos (hpos j) (hu j) hj⟩
    linarith
```

Q: Low-dose spectra have empty channels. You exclude them.

A: Yes, `hd` requires every dᵢ to be positive. If all the data channels that j reaches are empty, the formula gives u′ⱼ = 0, so a positive u′ requires at least one non-empty channel within reach of each j.

Q: Suppose the step no longer changes anything. Am I at the top, or merely stuck?

A: At the top, among positive spectra of any total. Let u′ = u, and let v be any positive spectrum. The third step with gⱼ = vⱼ/uⱼ gives

Σᵢ dᵢ (Kv)ᵢ/(Ku)ᵢ = Σⱼ vⱼ.

Apply ln x ≤ x − 1 to x = (Kv)ᵢ/(Ku)ᵢ, multiply by dᵢ and sum:

L(v) − L(u) ≤ Σⱼ vⱼ − Σᵢ dᵢ − Σⱼ vⱼ + Σⱼ uⱼ = 0,

because a fixed u has the total of the data. Conversely, if u is a maximiser and u′ ≠ u, the strict gain contradicts maximality. In the code, `h1` is the identity for the slope, `h2` is the summed logarithmic bound, and the converse is the short `by_contra` at the end.

```lean
/-- For a response and positive data, a positive spectrum is left unchanged by the
Richardson-Lucy step exactly when it maximises the likelihood among positive spectra. -/
theorem fixed_iff_maximum (hK : IsResponse K) (hd : ∀ i, 0 < d i) (hu : ∀ j, 0 < u j) :
    rlUpdate K d u = u ↔ ∀ v : κ → ℝ, (∀ j, 0 < v j) → logLik K d v ≤ logLik K d u := by
  obtain ⟨hpos, htot, -, hstrict⟩ := richardson_lucy hK hd hu
  constructor
  · intro hfix v hv
    rw [hfix] at htot
    have e : ∀ j, u j * (v j / u j) = v j := fun j => by
      have := (hu j).ne'
      field_simp
    -- stationarity fixes the slope of the likelihood towards v
    have h1 : ∑ i, d i / blur K u i * blur K v i = ∑ j, v j := by
      have h := sum_rlUpdate_mul K d u fun j => v j / u j
      simp only [hfix, mul_assoc, e] at h
      exact h.symm
    have h2 : ∑ i, (d i * Real.log (blur K v i) - d i * Real.log (blur K u i)) ≤
        ∑ i, (d i / blur K u i * blur K v i - d i) := by
      refine Finset.sum_le_sum fun i _ => ?_
      have ha := blur_pos hK hu i
      have hb := blur_pos hK hv i
      have h := mul_le_mul_of_nonneg_left
        (Real.log_le_sub_one_of_pos (div_pos hb ha)) (hd i).le
      rw [Real.log_div hb.ne' ha.ne'] at h
      calc _ = d i * (Real.log (blur K v i) - Real.log (blur K u i)) := by ring
        _ ≤ _ := h
        _ = _ := by ring
    have h3 := sum_blur hK u
    have h4 := sum_blur hK v
    simp only [logLik, Finset.sum_sub_distrib] at h2 ⊢
    linarith
  · intro hmax
    by_contra hne
    exact not_lt_of_ge (hmax _ hpos) (hstrict hne)

end

end RichardsonLucy
```

```lean
#print axioms RichardsonLucy.richardson_lucy
-- 'RichardsonLucy.richardson_lucy' depends on axioms: [propext, Classical.choice, Quot.sound]
#print axioms RichardsonLucy.fixed_iff_maximum
-- 'RichardsonLucy.fixed_iff_maximum' depends on axioms: [propext, Classical.choice, Quot.sound]
```

Q: Then repeated steps reach the maximum?

A: Neither theorem says so: they concern a single step and its fixed points. A positive maximiser need not even exist. In the numerical example, Ku = d would require u = (0, 4), which has an empty channel. Positive spectra can approach that likelihood but do not attain it.

Q: What happens in the simplest cases?

A: With a perfect detector, K is the identity and u′ = d after one step. With a single spectral channel,

u′ = u Σᵢ Kᵢ dᵢ/(Kᵢu) = Σᵢ dᵢ,

where Kᵢ is the only entry in row i. One step collects all the counts, whatever the starting value.

Q: And a higher likelihood means a truer spectrum?

A: No. It means a better fit to these data, noise included. Nor is a sharpened spectrum already a loss function −Im(1/ε) of the kind computed from electronic structure, with ε the dielectric function. Before the two are compared, background, multiple scattering, surface losses and the energy-dependent factor between scattered intensity and −Im(1/ε) have to be treated separately.
